# At fixed wire length \(c\) per radian, the axial activity of a helix peaks at rise \(c/\sqrt3\) per radian

Let a thin wire follow the helix
\[
\mathbf r(s)=(a\cos s,\;a\sin s,\;bs),\qquad c^2=a^2+b^2,\quad c>0 .
\]
Here \(s\) is the winding angle, not arc length, \(a\) is the radius, and \(b\) is the rise per radian, so the pitch is \(2\pi b\). The length \(c\) is the wire used per radian, not the speed of light. With unit tangent \(\mathbf t\), we call \(A=t_z(\mathbf r\times\mathbf t)_z\) the axial activity; the name is local to this text.

A current along the wire has an electric part along the axis, proportional to \(t_z\), and a magnetic part, proportional to \((\mathbf r\times\mathbf t)_z\). In an isotropic sample, the axial contribution to the optical activity contains the product of these two geometric factors; components perpendicular to the axis can contribute as well. How does their product change when the helix is pulled out with its wire length and number of turns fixed?

## Activity and handedness

Differentiation gives \(\mathbf r'=(-a\sin s,\,a\cos s,\,b)\), with \(|\mathbf r'|^2=a^2+b^2=c^2\). Hence \(\mathbf t=\mathbf r'/c\), \(t_z=b/c\), and
\[
(\mathbf r\times\mathbf t)_z=\frac{a^2\cos^2 s+a^2\sin^2 s}{c}=\frac{a^2}{c},
\qquad A=\frac{a^2b}{c^2}.
\]
Replacing \(b\) by \(-b\) leaves \(c\) alone and reverses \(A\). If \(a\neq0\), then \(A=0\) only for the flat ring \(b=0\).

## The turning point under stretching

At fixed \(c\) and \(0\le b\le c\), the radius is \(\sqrt{c^2-b^2}\), so \(A(b)=(c^2-b^2)b/c^2\) and
\[
A(y)-A(x)=\frac{(y-x)(c^2-x^2-xy-y^2)}{c^2}.
\]
Put \(m=c/\sqrt3\), so that \(0<m<c\) and \(3m^2=c^2\).

- If \(0\le x<y\le m\), then \(x^2+xy+y^2<3y^2\le c^2\), and \(A\) rises.
- If \(m\le x<y\le c\), then \(x^2+xy+y^2>3x^2\ge c^2\), and \(A\) falls.

Thus \(m\) is the unique maximum. There \(a^2=c^2-m^2=2m^2\), so \(a=\sqrt2\,m\) and \(A=2m/3=2c/(3\sqrt3)\).

For a single electron confined to an ideal helix, the same product is the geometric factor in the axial rotational strength. Passing from \(A\) to a measured rotation also requires knowing how the current, or the transition momentum along the wire, responds to stretching.

## The curve and its tangent in Lean

Vectors have type `Fin 3 → ℝ`; components 0, 1 and 2 are \(x\), \(y\) and \(z\).

```lean
import Mathlib

open Matrix Set

namespace HelixOpticalActivity

noncomputable section
```

The parameters are real numbers of either sign, so \(a\ge0\) is not required here.

```lean
/-- The helix with radius `a` and rise `b` per radian, winding about the z axis. -/
def helix (a b s : ℝ) : Fin 3 → ℝ :=
  ![a * Real.cos s, a * Real.sin s, b * s]
```

The velocity is first written down as a candidate, then shown to be the derivative.

```lean
/-- The velocity vector of the helix with respect to the winding angle. -/
def helixVelocity (a b s : ℝ) : Fin 3 → ℝ :=
  ![-(a * Real.sin s), a * Real.cos s, b]
```

The tangent and the activity are defined for a general curve, using its actual derivative; `⬝ᵥ` is the dot product.

```lean
/-- The unit tangent of a space curve: its derivative divided by the length of the derivative.
It is meant for points where the curve is differentiable with non-zero derivative. -/
def unitTangent (r : ℝ → Fin 3 → ℝ) (s : ℝ) : Fin 3 → ℝ :=
  (√(deriv r s ⬝ᵥ deriv r s))⁻¹ • deriv r s

/-- The axial activity `t_z (r × t)_z` of a space curve with unit tangent `t`, meant for points
where the curve is differentiable with non-zero derivative. -/
def axialActivity (r : ℝ → Fin 3 → ℝ) (s : ℝ) : ℝ :=
  unitTangent r s 2 * (crossProduct (r s) (unitTangent r s)) 2
```

Stretching enters through the radius. Lean's square root of a negative number is 0, so the definition has its intended meaning only for \(|b|\le c\). The results about `wireActivity` take \(0\le b\le c\), the range of the stretching problem.

```lean
/-- The axial activity of a helix with rise `b` whose radius is `√(c² - b²)`, so that the length
of wire per radian stays `c`. It is meant for `0 ≤ b ≤ c` and `c > 0`. -/
def wireActivity (c b s : ℝ) : ℝ :=
  axialActivity (helix (√(c ^ 2 - b ^ 2)) b) s
```

The derivative is checked component by component.

```lean
/-- The derivative of the helix with respect to the winding angle is `helixVelocity`. -/
theorem hasDerivAt_helix (a b s : ℝ) :
    HasDerivAt (helix a b) (helixVelocity a b s) s := by
  rw [hasDerivAt_pi]
  intro i
  fin_cases i
  · show HasDerivAt (fun x => a * Real.cos x) (-(a * Real.sin s)) s
    exact ((Real.hasDerivAt_cos s).const_mul a).congr_deriv (by ring)
  · show HasDerivAt (fun x => a * Real.sin x) (a * Real.cos s) s
    exact (Real.hasDerivAt_sin s).const_mul a
  · show HasDerivAt (fun x => b * x) b s
    exact ((hasDerivAt_id' s).const_mul b).congr_deriv (by ring)
```

The squared speed follows from \(\sin^2 s+\cos^2 s=1\).

```lean
/-- The squared speed of the helix is `a² + b²` at every winding angle. -/
theorem helixVelocity_sq (a b s : ℝ) :
    helixVelocity a b s ⬝ᵥ helixVelocity a b s = a ^ 2 + b ^ 2 := by
  have h : helixVelocity a b s ⬝ᵥ helixVelocity a b s =
      -(a * Real.sin s) * -(a * Real.sin s) + a * Real.cos s * (a * Real.cos s) + b * b := by
    rw [dotProduct, Fin.sum_univ_three]
    rfl
  rw [h]
  linear_combination a ^ 2 * Real.sin_sq_add_cos_sq s
```

With \(c>0\), the square root of \(c^2\) is \(c\), which gives \(\mathbf t=\mathbf r'/c\).

```lean
/-- If `c > 0` and `c² = a² + b²`, the unit tangent of the helix is its velocity divided
by `c`. -/
theorem unitTangent_helix {a b c : ℝ} (hc : 0 < c) (h : c ^ 2 = a ^ 2 + b ^ 2) (s : ℝ) :
    unitTangent (helix a b) s = c⁻¹ • helixVelocity a b s := by
  rw [unitTangent, (hasDerivAt_helix a b s).deriv, helixVelocity_sq, ← h, Real.sqrt_sq hc.le]
```

The next theorem states that \(|\mathbf t|=1\) and \(A=a^2b/c^2\) for every \(s\). The `calc` step removes the winding angle.

```lean
/-- If `c > 0` and `c² = a² + b²`, the tangent of the helix has length one and the axial activity
is `a² b / c²` at every winding angle. -/
theorem axialActivity_helix {a b c : ℝ} (hc : 0 < c) (h : c ^ 2 = a ^ 2 + b ^ 2) (s : ℝ) :
    unitTangent (helix a b) s ⬝ᵥ unitTangent (helix a b) s = 1 ∧
      axialActivity (helix a b) s = a ^ 2 * b / c ^ 2 := by
  constructor
  · rw [unitTangent_helix hc h, smul_dotProduct, dotProduct_smul, helixVelocity_sq, ← h,
      smul_eq_mul, smul_eq_mul]
    have hc' : c ≠ 0 := hc.ne'
    field_simp
  · rw [axialActivity, unitTangent_helix hc h, cross_apply]
    show c⁻¹ * b * (a * Real.cos s * (c⁻¹ * (a * Real.cos s)) -
      a * Real.sin s * (c⁻¹ * -(a * Real.sin s))) = a ^ 2 * b / c ^ 2
    -- the dependence on the winding angle drops out
    calc _ = a ^ 2 * b * (Real.sin s ^ 2 + Real.cos s ^ 2) / c ^ 2 := by ring
      _ = a ^ 2 * b / c ^ 2 := by rw [Real.sin_sq_add_cos_sq, mul_one]
```

For handedness, \(c\) is taken to be \(\sqrt{a^2+b^2}\), which is positive because \(a\ne0\).

```lean
/-- For a helix of non-zero radius, reversing the handedness `b → -b` reverses the axial activity,
and the activity vanishes exactly when `b = 0`. -/
theorem axialActivity_handedness {a : ℝ} (ha : a ≠ 0) (b s : ℝ) :
    axialActivity (helix a (-b)) s = -axialActivity (helix a b) s ∧
      (axialActivity (helix a b) s = 0 ↔ b = 0) := by
  have hp : ∀ x : ℝ, 0 < a ^ 2 + x ^ 2 := fun x => by positivity
  have e : ∀ x : ℝ, axialActivity (helix a x) s = a ^ 2 * x / (a ^ 2 + x ^ 2) := by
    intro x
    have hx := (axialActivity_helix (Real.sqrt_pos.2 (hp x)) (Real.sq_sqrt (hp x).le) s).2
    rwa [Real.sq_sqrt (hp x).le] at hx
  constructor
  · rw [e (-b), e b, neg_sq]
    ring
  · rw [e b]
    constructor
    · intro h
      have h0 := (div_eq_zero_iff.1 h).resolve_right (hp b).ne'
      exact (mul_eq_zero.1 h0).resolve_left (pow_ne_zero 2 ha)
    · intro h
      rw [h, mul_zero, zero_div]
```

## Stretching in Lean

Substituting the radius gives the cubic in \(b\).

```lean
/-- At fixed wire length `c > 0` per radian and rise `0 ≤ b ≤ c`, the axial activity is
`(c² - b²) b / c²`. -/
theorem wireActivity_eq {b c : ℝ} (hc : 0 < c) (hb : b ∈ Icc 0 c) (s : ℝ) :
    wireActivity c b s = (c ^ 2 - b ^ 2) * b / c ^ 2 := by
  have h0 : 0 ≤ c ^ 2 - b ^ 2 := sub_nonneg.2 (pow_le_pow_left₀ hb.1 hb.2 2)
  have h := Real.sq_sqrt h0
  rw [wireActivity, (axialActivity_helix hc (by rw [h]; ring) s).2, h]
```

The three facts about \(m\) are collected once.

```lean
/-- For `c > 0` the rise `c/√3` lies strictly between `0` and `c`, and three times its square
is `c²`. -/
theorem optimalRise {c : ℝ} (hc : 0 < c) :
    0 < c / √3 ∧ c / √3 < c ∧ 3 * (c / √3) ^ 2 = c ^ 2 := by
  have h1 : (1 : ℝ) < √3 := by
    rw [Real.lt_sqrt (by norm_num)]
    norm_num
  refine ⟨div_pos hc (by linarith), div_lt_self hc h1, ?_⟩
  rw [div_pow, Real.sq_sqrt (by norm_num)]
  ring
```

In the main theorem, `StrictMonoOn` and `StrictAntiOn` express the rise and the fall on closed intervals that share the turning point. The proof replaces `c / √3` by `m`. In each half, `k1`, `k2` and `k3` bound \(x^2+xy+y^2\) against \(c^2\), and `nlinarith` uses the factored difference. The last clause compares any other \(b\) with \(m\) on the appropriate side.

```lean
/-- Stretching a helix at fixed wire length `c > 0` per radian first strictly raises and then
strictly lowers its axial activity. The turning point `b = c/√3` lies strictly inside the range
`0 ≤ b ≤ c` and is the unique maximum there. -/
theorem stretching_raises_then_lowers {c : ℝ} (hc : 0 < c) (s : ℝ) :
    c / √3 ∈ Ioo 0 c ∧
      StrictMonoOn (fun b => wireActivity c b s) (Icc 0 (c / √3)) ∧
      StrictAntiOn (fun b => wireActivity c b s) (Icc (c / √3) c) ∧
      ∀ b ∈ Icc 0 c, b ≠ c / √3 → wireActivity c b s < wireActivity c (c / √3) s := by
  obtain ⟨hm, hmc, h3⟩ := optimalRise hc
  generalize c / √3 = m at hm hmc h3 ⊢
  have hc2 : 0 < c ^ 2 := by positivity
  have up : StrictMonoOn (fun b => wireActivity c b s) (Icc 0 m) := by
    intro x hx y hy hxy
    show wireActivity c x s < wireActivity c y s
    rw [wireActivity_eq hc ⟨hx.1, hx.2.trans hmc.le⟩,
      wireActivity_eq hc ⟨hy.1, hy.2.trans hmc.le⟩]
    -- below the turning point the second factor of the difference is positive
    have k1 : y ^ 2 ≤ m ^ 2 := pow_le_pow_left₀ hy.1 hy.2 2
    have k2 : x * y ≤ y ^ 2 := by nlinarith [hy.1]
    have k3 : x ^ 2 < y ^ 2 := by nlinarith [hx.1]
    have k : x ^ 2 + x * y + y ^ 2 < c ^ 2 := by linarith
    exact div_lt_div_of_pos_right
      (by nlinarith [mul_pos (sub_pos.2 hxy) (sub_pos.2 k)]) hc2
  have down : StrictAntiOn (fun b => wireActivity c b s) (Icc m c) := by
    intro x hx y hy hxy
    show wireActivity c y s < wireActivity c x s
    have hx0 : 0 < x := hm.trans_le hx.1
    rw [wireActivity_eq hc ⟨hx0.le, hx.2⟩, wireActivity_eq hc ⟨(hx0.trans hxy).le, hy.2⟩]
    -- above the turning point it is negative
    have k1 : m ^ 2 ≤ x ^ 2 := pow_le_pow_left₀ hm.le hx.1 2
    have k2 : x ^ 2 ≤ x * y := by nlinarith
    have k3 : x ^ 2 < y ^ 2 := by nlinarith
    have k : c ^ 2 < x ^ 2 + x * y + y ^ 2 := by linarith
    exact div_lt_div_of_pos_right
      (by nlinarith [mul_pos (sub_pos.2 hxy) (sub_pos.2 k)]) hc2
  refine ⟨⟨hm, hmc⟩, up, down, ?_⟩
  intro b hb hne
  rcases lt_or_gt_of_ne hne with h | h
  · exact up ⟨hb.1, h.le⟩ ⟨hm.le, le_rfl⟩ h
  · exact down ⟨le_rfl, hmc.le⟩ ⟨h.le, hb.2⟩ h
```

The final theorem gives the radius and activity at the optimum.

```lean
/-- For `c > 0`, the helix with rise `b = c/√3` and wire length `c` per radian has radius `√2 b`
and axial activity `2c/(3√3)`. -/
theorem optimal_helix {c : ℝ} (hc : 0 < c) (s : ℝ) :
    √(c ^ 2 - (c / √3) ^ 2) = √2 * (c / √3) ∧
      wireActivity c (c / √3) s = 2 * c / (3 * √3) := by
  obtain ⟨hm, hmc, h3⟩ := optimalRise hc
  constructor
  · have h2 : c ^ 2 - (c / √3) ^ 2 = 2 * (c / √3) ^ 2 := by linarith
    rw [h2, Real.sqrt_mul (by norm_num), Real.sqrt_sq hm.le]
  · have e : 2 * c / (3 * √3) = 2 / 3 * (c / √3) := by ring
    rw [wireActivity_eq hc ⟨hm.le, hmc.le⟩, e]
    generalize c / √3 = m at h3 ⊢
    rw [div_eq_iff (pow_ne_zero 2 hc.ne')]
    linear_combination (-(m / 3)) * h3

end

end HelixOpticalActivity
```

```lean
#print axioms HelixOpticalActivity.axialActivity_handedness
#print axioms HelixOpticalActivity.wireActivity_eq
#print axioms HelixOpticalActivity.stretching_raises_then_lowers
#print axioms HelixOpticalActivity.optimal_helix
```

```
'HelixOpticalActivity.axialActivity_handedness' depends on axioms: [propext, Classical.choice, Quot.sound]
'HelixOpticalActivity.wireActivity_eq' depends on axioms: [propext, Classical.choice, Quot.sound]
'HelixOpticalActivity.stretching_raises_then_lowers' depends on axioms: [propext, Classical.choice, Quot.sound]
'HelixOpticalActivity.optimal_helix' depends on axioms: [propext, Classical.choice, Quot.sound]
```

## The pitch angle as parameter

Stretching can also be described by the pitch angle \(\theta\), with \(a=c\cos\theta\), \(b=c\sin\theta\) and \(0\le\theta\le\pi/2\). The activity is then \(c\cos^2\theta\sin\theta\). This removes the square root from the definition and places the same maximum at \(\sin\theta=1/\sqrt3\). Since \(\sin\theta=b/c\), the activity is still the same cubic, now written as \(c(1-\sin^2\theta)\sin\theta\).
